# The Fano profile for real nonzero q: one zero, one peak, and limiting net area π(q² − 1) under symmetric cutoffs

Q: Before I object to anything, which quantities and conventions are you using?

A: The reduced detuning is $e = 2(E-E_r)/\Gamma$, where $E$ is the energy, $E_r$ the resonance position and $\Gamma$ the full width. The real asymmetry parameter $q$ compares the resonant excitation amplitude with the direct one. The profile is

$$f(e)=\frac{(q+e)^2}{1+e^2},$$

scaled so that the background far from resonance is 1. In Lean it is `fano q e`, with both arguments of type `ℝ`.

```lean
import Mathlib

open Filter Topology
open scoped Real

namespace FanoProfile

noncomputable section

/-- The Fano profile with asymmetry parameter `q` at reduced detuning `e`. -/
def fano (q e : ℝ) : ℝ := (q + e) ^ 2 / (1 + e ^ 2)
```

Q: Real spectra rarely drop to zero. What have you assumed?

A: An isolated resonance, a flat background that interferes completely, and one real $q$ across the line. An incoherent background or a complex $q$ would generally lift the zero, and neither is covered. Within the model, $1+e^2>0$, so $f\ge 0$, and $f=0$ exactly when $(q+e)^2=0$, that is, at $e=-q$. The Lean proof makes the same split: a quotient vanishes only if its numerator or its denominator does, and the denominator can't.

```lean
/-- The Fano profile vanishes at the detuning `e = -q` and nowhere else. -/
theorem fano_eq_zero_iff (q e : ℝ) : fano q e = 0 ↔ e = -q := by
  have hne : 1 + e ^ 2 ≠ 0 := by positivity
  rw [fano, div_eq_zero_iff]
  constructor
  · rintro (h | h)
    · have h1 : q + e = 0 := (pow_eq_zero_iff two_ne_zero).1 h
      linarith
    · exact absurd h hne
  · intro h
    left
    rw [h]
    ring
```

Q: And the maximum? Setting a derivative to zero only finds stationary points.

A: No derivative is needed. Put the distance to the proposed peak over the common denominator:

$$1+q^2-f=\frac{(1+q^2)(1+e^2)-(q+e)^2}{1+e^2}=\frac{1-2qe+q^2e^2}{1+e^2}=\frac{(1-qe)^2}{1+e^2}.$$

The right side is never negative, so $f\le 1+q^2$ at every detuning. In Lean, `ring` checks the expansion once the denominator is cleared.

```lean
/-- The amount by which the profile falls short of `1 + q ^ 2` is a square divided by
`1 + e ^ 2`. -/
theorem peak_sub_fano (q e : ℝ) :
    1 + q ^ 2 - fano q e = (1 - q * e) ^ 2 / (1 + e ^ 2) := by
  have hne : 1 + e ^ 2 ≠ 0 := by positivity
  rw [fano, eq_div_iff hne, sub_mul, div_mul_cancel₀ _ hne]
  ring
```

Equality requires $qe=1$, which for $q\neq0$ means $e=1/q$. The two directions of the next proof are this argument and its converse.

```lean
/-- For nonzero `q` the profile takes the value `1 + q ^ 2` at the detuning `e = 1 / q`
and nowhere else. -/
theorem fano_eq_peak_iff {q : ℝ} (hq : q ≠ 0) (e : ℝ) :
    fano q e = 1 + q ^ 2 ↔ e = 1 / q := by
  have hne : 1 + e ^ 2 ≠ 0 := by positivity
  have key := peak_sub_fano q e
  constructor
  · intro hf
    rw [hf, sub_self] at key
    rcases div_eq_zero_iff.1 key.symm with h | h
    · have h1 : 1 - q * e = 0 := (pow_eq_zero_iff two_ne_zero).1 h
      rw [eq_div_iff hq]
      linarith
    · exact absurd h hne
  · intro he
    have h1 : 1 - q * e = 0 := by
      rw [he, mul_one_div_cancel hq, sub_self]
    have h2 : (1 - q * e) ^ 2 / (1 + e ^ 2) = 0 := by
      rw [h1]
      simp
    linarith
```

Q: What happens at $q=0$, where the resonance has no excitation amplitude of its own?

A: Then $f=e^2/(1+e^2)$, a symmetric dip. It approaches 1 in the wings but stays below it, because $e^2<1+e^2$. The value $1+q^2=1$ is never attained, so the peak statement needs `hq : q ≠ 0`.

```lean
/-- For `q = 0` the profile stays strictly below one at every detuning. -/
theorem fano_zero_lt_one (e : ℝ) : fano 0 e < 1 := by
  have hpos : 0 < 1 + e ^ 2 := by positivity
  rw [fano, div_lt_one hpos]
  nlinarith
```

Q: My main doubt is the area. The tail of $f-1$ falls off only as $2q/e$. What does its integral even mean?

A: It means a finite-window integral followed by a limit in the cutoff. First split the integrand:

$$f-1=\frac{q^2-1+2qe}{1+e^2}=\frac{q^2-1}{1+e^2}+q\,\frac{2e}{1+e^2}.$$

An antiderivative is $F(e)=(q^2-1)\arctan e+q\log(1+e^2)$. Lean differentiates the two terms separately, then matches their sum to $f-1$.

```lean
/-- An antiderivative of the profile minus its background: an arctangent weighted by
`q ^ 2 - 1` plus a logarithm weighted by `q`. -/
theorem hasDerivAt_area (q x : ℝ) :
    HasDerivAt (fun e : ℝ => (q ^ 2 - 1) * Real.arctan e + q * Real.log (1 + e ^ 2))
      (fano q x - 1) x := by
  have hne : 1 + x ^ 2 ≠ 0 := by positivity
  have h1 := (Real.hasDerivAt_arctan x).const_mul (q ^ 2 - 1)
  have h2 : HasDerivAt (fun e : ℝ => 1 + e ^ 2) (2 * x) x :=
    ((hasDerivAt_pow 2 x).const_add 1).congr_deriv (by norm_num)
  have h3 := (h2.log hne).const_mul q
  refine (h1.add h3).congr_deriv ?_
  -- put the profile minus one over the common denominator
  have h4 : (q + x) ^ 2 / (1 + x ^ 2) - 1
      = ((q + x) ^ 2 - (1 + x ^ 2)) / (1 + x ^ 2) := by
    rw [sub_div, div_self hne]
  rw [fano, h4]
  ring
```

Q: How does Lean get from a derivative to an area?

A: Through `intervalIntegral.integral_eq_sub_of_hasDerivAt`, Mathlib's form of the fundamental theorem of calculus. It asks for two things: that $F$ has the integrand as its derivative at every point between the endpoints, and that the integrand is integrable there. The previous lemma supplies the first, continuity the second. The result is $F(b)-F(a)$, with no condition that $a\le b$.

```lean
/-- The net area between the Fano profile and the unit background over a finite window
of detunings from `a` to `b`. -/
theorem integral_fano_sub_one (q a b : ℝ) :
    ∫ e in a..b, (fano q e - 1) =
      (q ^ 2 - 1) * (Real.arctan b - Real.arctan a)
        + q * (Real.log (1 + b ^ 2) - Real.log (1 + a ^ 2)) := by
  have hc : Continuous fun e : ℝ => (q + e) ^ 2 / (1 + e ^ 2) :=
    Continuous.div (by fun_prop) (by fun_prop) (fun e => by positivity)
  have hf : Continuous fun e : ℝ => fano q e - 1 := hc.sub continuous_const
  rw [intervalIntegral.integral_eq_sub_of_hasDerivAt
    (fun x _ => hasDerivAt_area q x) (hf.intervalIntegrable a b)]
  ring
```

Q: Does the answer depend on where I cut the wings?

A: Yes, if $q\ne0$. Take the window $[-R,cR]$ with $c>0$. Since $\arctan(-R)=-\arctan R$, the area is

$$(q^2-1)(\arctan cR+\arctan R)+q\log\frac{1+c^2R^2}{1+R^2}.$$

Each arctangent tends to $\pi/2$. The ratio equals $c^2+(1-c^2)/(1+R^2)$, which tends to $c^2$, so the limit is $\pi(q^2-1)+2q\log c$. Lean takes the limit of this explicit expression, and `h.congr` transfers it to the integral.

```lean
/-- Over the lopsided window from `-R` to `c * R` the net area tends to
`π * (q ^ 2 - 1) + 2 * q * log c` as `R` grows. -/
theorem tendsto_area_lopsided (q : ℝ) {c : ℝ} (hc : 0 < c) :
    Tendsto (fun R : ℝ => ∫ e in (-R)..(c * R), (fano q e - 1)) atTop
      (𝓝 (π * (q ^ 2 - 1) + 2 * q * Real.log c)) := by
  have hsq : Tendsto (fun R : ℝ => 1 + R ^ 2) atTop atTop :=
    tendsto_atTop_add_const_left _ 1 (tendsto_pow_atTop two_ne_zero)
  -- the ratio of the two logarithm arguments tends to `c ^ 2`
  have hr := (hsq.const_div_atTop (1 - c ^ 2)).const_add (c ^ 2)
  rw [add_zero] at hr
  have hlog := hr.log (pow_ne_zero 2 hc.ne')
  -- each arctangent contributes a quarter turn
  have ha := tendsto_nhds_of_tendsto_nhdsWithin Real.tendsto_arctan_atTop
  have hcR : Tendsto (fun R : ℝ => c * R) atTop atTop := tendsto_id.const_mul_atTop hc
  have h := (((ha.comp hcR).add ha).const_mul (q ^ 2 - 1)).add (hlog.const_mul q)
  have hlim : (q ^ 2 - 1) * (π / 2 + π / 2) + q * Real.log (c ^ 2)
      = π * (q ^ 2 - 1) + 2 * q * Real.log c := by
    rw [Real.log_pow]
    push_cast
    ring
  rw [hlim] at h
  refine h.congr (fun R => ?_)
  show (q ^ 2 - 1) * (Real.arctan (c * R) + Real.arctan R)
    + q * Real.log (c ^ 2 + (1 - c ^ 2) / (1 + R ^ 2)) = _
  have hne : 1 + R ^ 2 ≠ 0 := by positivity
  have hne' : 1 + (c * R) ^ 2 ≠ 0 := by positivity
  have e1 : Real.log (1 + (c * R) ^ 2) - Real.log (1 + (-R) ^ 2)
      = Real.log (c ^ 2 + (1 - c ^ 2) / (1 + R ^ 2)) := by
    rw [neg_sq, ← Real.log_div hne' hne]
    congr 1
    rw [div_eq_iff hne, add_mul, div_mul_cancel₀ _ hne]
    ring
  rw [integral_fano_sub_one, Real.arctan_neg, e1]
  ring
```

Q: So the claimed area belongs to the symmetric window?

A: Yes: $c=1$ removes the logarithm. In energy units, multiply by $\Gamma/2$. For an isolated line on a flat background, this matters when a net strength is extracted from a measured or computed spectrum: for $q\neq0$, distant cutoffs at $-R$ and $cR$ with $c\neq1$ shift the area in reduced units by about $2q\log c$, and this shift doesn't fade as $R$ grows.

Q: Then read me the final theorem.

A: For every real $q\neq0$ it states three things. At every $e$, $f\ge0$, with equality exactly at $-q$. At every $e$, $f\le1+q^2$, with equality exactly at $1/q$. As `R` runs along `atTop`, that is, grows without bound, the integral of $f-1$ over $[-R,R]$ tends to $\pi(q^2-1)$. The proof collects the earlier lemmas and sets $c=1$ in the last one.

```lean
/-- For real nonzero `q` the Fano profile has minimum `0`, attained only at `e = -q`, and
maximum `1 + q ^ 2`, attained only at `e = 1 / q`; its net area above the unit background
over `[-R, R]` tends to `π * (q ^ 2 - 1)`. -/
theorem fano_extrema_and_area {q : ℝ} (hq : q ≠ 0) :
    (∀ e, 0 ≤ fano q e ∧ (fano q e = 0 ↔ e = -q)) ∧
    (∀ e, fano q e ≤ 1 + q ^ 2 ∧ (fano q e = 1 + q ^ 2 ↔ e = 1 / q)) ∧
    Tendsto (fun R : ℝ => ∫ e in (-R)..R, (fano q e - 1)) atTop
      (𝓝 (π * (q ^ 2 - 1))) := by
  refine ⟨fun e => ⟨?_, fano_eq_zero_iff q e⟩,
    fun e => ⟨?_, fano_eq_peak_iff hq e⟩, ?_⟩
  · unfold fano
    positivity
  · have h1 := peak_sub_fano q e
    have h2 : 0 ≤ (1 - q * e) ^ 2 / (1 + e ^ 2) := by positivity
    linarith
  · -- the symmetric window is the case `c = 1`
    have h := tendsto_area_lopsided q one_pos
    simp only [one_mul, Real.log_one, mul_zero, add_zero] at h
    exact h

end

end FanoProfile
```

```lean
#print axioms FanoProfile.fano_zero_lt_one
-- 'FanoProfile.fano_zero_lt_one' depends on axioms: [propext, Classical.choice, Quot.sound]
#print axioms FanoProfile.fano_extrema_and_area
-- 'FanoProfile.fano_extrema_and_area' depends on axioms: [propext, Classical.choice, Quot.sound]
```
